# The Van Vleck susceptibility of finitely many distinct levels approaches b tr(V²)/N at high temperature

A magnetic ion with a handful of distinct levels sits in a weak field that couples to it through a Hermitian operator $V$. Its susceptibility has a Curie part from the diagonal elements of $V$ and a Van Vleck part from second-order mixing between levels. With levels $E_i$, Boltzmann weights $p_i$ and inverse temperature $b$, and for a vanishing thermal mean $\sum_i p_iV_{ii}=0$, I write it as

$$\chi(b)=b\sum_i p_i V_{ii}^2-2\sum_i\sum_{k\neq i}p_i\,\frac{|V_{ki}|^2}{E_i-E_k}.$$

When the temperature is far above all the splittings, I expect the energies to disappear from the leading term and leave $\chi(b)/b\to \mathrm{tr}(V^2)/N$ for $N$ distinct levels. The second sum has no visible factor of $b$, though, and its denominators can be small. Can the limit be derived rigorously, and can the proof be checked by machine?

## How the second-order sum acquires its factor of b

Yes. The factor of $b$ is hidden in population differences. Let $Z(b)=\sum_i e^{-bE_i}$ and $p_i=e^{-bE_i}/Z(b)$, and call the second-order part $S(b)$. Exchanging the names $i$ and $k$, and using $|V_{ik}|=|V_{ki}|$, gives

$$\sum_i\sum_{k\ne i}\frac{p_i|V_{ki}|^2}{E_i-E_k}
=-\sum_i\sum_{k\ne i}\frac{p_k|V_{ki}|^2}{E_i-E_k}.$$

Of the two copies of this sum in $S$, keep one as it is and rewrite the other:

$$S(b)=\sum_i\sum_{k\ne i}\frac{p_k-p_i}{E_i-E_k}\,|V_{ki}|^2.$$

For $b\ge 0$ the lower of two levels is at least as populated as the higher one, so numerator and denominator never have opposite signs, and $S(b)\ge 0$.

Now divide one quotient by $b$:

$$\frac{p_k-p_i}{b\,(E_i-E_k)}=\frac{1}{Z(b)}\cdot\frac{e^{-bE_k}-e^{-bE_i}}{b}\cdot\frac{1}{E_i-E_k}.$$

As $b\to0^+$, $Z(b)\to N$. The middle factor is the difference quotient at zero of $e^{-bE_k}-e^{-bE_i}$, which vanishes there, so it tends to the derivative $E_i-E_k$. The energy gap cancels and the limit is $1/N$, however small the gap, provided that it is not zero.

The diagonal weights also satisfy $p_i\to 1/N$. All sums are finite, so the limits may be taken term by term:

$$\frac{\chi(b)}{b}\to\frac1N\Big(\sum_i V_{ii}^2+\sum_i\sum_{k\ne i}|V_{ki}|^2\Big)=\frac1N\sum_{i,k}|V_{ki}|^2=\frac{\mathrm{tr}(V^2)}{N}.$$

The last equality holds because $(V^2)_{ii}=\sum_k V_{ik}V_{ki}=\sum_k|V_{ki}|^2$ for Hermitian $V$.

The formula for $\chi$ is the full isothermal response only when the thermal mean $\langle V\rangle=\sum_i p_iV_{ii}$ vanishes; otherwise $b\langle V\rangle^2$ must be subtracted. Since $\langle V\rangle\to \mathrm{tr}(V)/N$, the subtracted susceptibility divided by $b$ tends to $\mathrm{tr}(V^2)/N-(\mathrm{tr}\,V/N)^2$, the variance of $V$ in the uniform mixture. If $V$ is a magnetic moment and the unperturbed Hamiltonian is symmetric under time reversal, every nondegenerate level has $V_{ii}=0$. The Curie part and $\langle V\rangle$ then both vanish, and the whole limit comes from the second-order part.

A two-level example shows the whole temperature dependence. Take energies $-1$ and $1$, with $V$ having zero diagonal and off-diagonal elements equal to 1. The Curie part vanishes, and the two ordered pairs each contribute half the population difference, so

$$\chi(b)=p_0-p_1=\frac{e^b-e^{-b}}{e^b+e^{-b}}=\tanh b.$$

## What the theorem says about levels and temperature

The main theorem is `tendsto_susceptibility_div`. Its ingredients correspond to the physics as follows.

- The finite type `n` labels the levels, and `Fintype.card n` is $N$. `[Nonempty n]` requires at least one level; for $N=1$ the second-order sum is empty.
- `E : n → ℝ` gives the unperturbed energies. `Function.Injective E` says that they are all distinct, so nondegenerate perturbation theory applies.
- `V : Matrix n n ℂ` is the operator that multiplies the field, written in the unperturbed eigenbasis, and `V.IsHermitian` makes it an observable. The code writes `(V i i).re` and `(V * V).trace.re` to obtain real numbers; for Hermitian `V` nothing is lost.
- `b` stands for $1/(k_BT)$. The filter `𝓝[>] 0` means that it approaches zero through positive values.
- `Finset.univ.erase i` is the set of levels $k\ne i$.

The susceptibility enters as a definition. Its derivation from a field-dependent free energy is not part of the file, and neither is a response term from a Hamiltonian contribution quadratic in the field, such as diamagnetism. Degenerate levels are excluded from the limit, which rules out Kramers doublets in zero field; they would first require diagonalising $V$ within each degenerate subspace. The Curie law obtained here is the leading $1/T$ behaviour with a trace as its constant. It comes with no error estimate and no evaluation of the trace for a particular angular momentum.

For a sum-over-states calculation in a finite, nondegenerate model space, the result gives a high-temperature check: $\chi/b$, computed without subtracting $b\langle V\rangle^2$, must approach $\mathrm{tr}(V^2)/N$, where $V$ is the $N\times N$ matrix used in that calculation: the operator is truncated first and squared afterwards. If the calculation includes the subtraction, the limit to compare with is the variance given above.

```lean
import Mathlib

open Filter Topology

namespace VanVleckSusceptibility

noncomputable section

variable {n : Type*} [Fintype n]

/-- The canonical partition function of the levels `E` at inverse temperature `b`. -/
def partitionFunction (E : n → ℝ) (b : ℝ) : ℝ := ∑ i, Real.exp (-b * E i)

/-- The Boltzmann weight of level `i` at inverse temperature `b`. -/
def weight (E : n → ℝ) (b : ℝ) (i : n) : ℝ :=
  Real.exp (-b * E i) / partitionFunction E b

/-- The thermal mean of the real parts of the diagonal matrix elements of `V`. -/
def thermalMean (E : n → ℝ) (V : Matrix n n ℂ) (b : ℝ) : ℝ :=
  ∑ i, weight E b i * (V i i).re

variable [DecidableEq n]

/-- The second-order part of the susceptibility: minus twice the thermal average of the
second-order level shifts. -/
def secondOrderPart (E : n → ℝ) (V : Matrix n n ℂ) (b : ℝ) : ℝ :=
  -2 * ∑ i, ∑ k ∈ Finset.univ.erase i, weight E b i * ‖V k i‖ ^ 2 / (E i - E k)

/-- The Van Vleck susceptibility: the diagonal Curie part plus the second-order part. -/
def susceptibility (E : n → ℝ) (V : Matrix n n ℂ) (b : ℝ) : ℝ :=
  b * ∑ i, weight E b i * (V i i).re ^ 2 + secondOrderPart E V b

/-- For Hermitian `V` the second-order part is the sum, over ordered pairs `(i, k)` with `k ≠ i`, of
`‖V k i‖ ^ 2` times the population difference `weight E b k - weight E b i` divided by the energy
difference `E i - E k`. -/
theorem secondOrderPart_symmetrised (E : n → ℝ) {V : Matrix n n ℂ} (hV : V.IsHermitian)
    (b : ℝ) :
    secondOrderPart E V b = ∑ i, ∑ k ∈ Finset.univ.erase i,
      (weight E b k - weight E b i) / (E i - E k) * ‖V k i‖ ^ 2 := by
  have e1 : ∀ i, ∑ k ∈ Finset.univ.erase i, weight E b i * ‖V k i‖ ^ 2 / (E i - E k)
      = ∑ k, weight E b i * ‖V k i‖ ^ 2 / (E i - E k) :=
    fun i => Finset.sum_erase _ (by simp)
  have e2 : ∀ i, ∑ k ∈ Finset.univ.erase i,
      (weight E b k - weight E b i) / (E i - E k) * ‖V k i‖ ^ 2
      = ∑ k, (weight E b k - weight E b i) / (E i - E k) * ‖V k i‖ ^ 2 :=
    fun i => Finset.sum_erase _ (by simp)
  -- exchanging the two levels flips the sign of the energy denominator
  have hs : ∑ i, ∑ k, weight E b i * ‖V k i‖ ^ 2 / (E i - E k)
      = ∑ i, ∑ k, -(weight E b k * ‖V k i‖ ^ 2 / (E i - E k)) := by
    rw [Finset.sum_comm]
    refine Finset.sum_congr rfl fun i _ => Finset.sum_congr rfl fun k _ => ?_
    have hn : ‖V i k‖ = ‖V k i‖ := by rw [← hV.apply i k, norm_star]
    rw [hn, ← neg_sub (E i) (E k), div_neg]
  have h2 : ∑ i, ∑ k, (weight E b k - weight E b i) / (E i - E k) * ‖V k i‖ ^ 2
      = -(∑ i, ∑ k, -(weight E b k * ‖V k i‖ ^ 2 / (E i - E k)))
        - ∑ i, ∑ k, weight E b i * ‖V k i‖ ^ 2 / (E i - E k) := by
    simp only [← Finset.sum_neg_distrib, ← Finset.sum_sub_distrib]
    refine Finset.sum_congr rfl fun i _ => Finset.sum_congr rfl fun k _ => ?_
    ring
  simp only [secondOrderPart, e1, e2]
  rw [h2, ← hs]
  ring

/-- For Hermitian `V` and nonnegative inverse temperature the second-order part is nonnegative. -/
theorem secondOrderPart_nonneg (E : n → ℝ) {V : Matrix n n ℂ} (hV : V.IsHermitian)
    {b : ℝ} (hb : 0 ≤ b) : 0 ≤ secondOrderPart E V b := by
  have hZ : 0 ≤ partitionFunction E b := Finset.sum_nonneg fun i _ => (Real.exp_pos _).le
  -- a lower level is at least as populated as a higher one
  have mono : ∀ i k, E k ≤ E i → weight E b i ≤ weight E b k := by
    intro i k h
    refine div_le_div_of_nonneg_right (Real.exp_le_exp.mpr ?_) hZ
    nlinarith [mul_nonneg hb (sub_nonneg.mpr h)]
  rw [secondOrderPart_symmetrised E hV]
  refine Finset.sum_nonneg fun i _ => Finset.sum_nonneg fun k _ =>
    mul_nonneg ?_ (sq_nonneg _)
  rcases le_total (E k) (E i) with h | h
  · exact div_nonneg (sub_nonneg.mpr (mono i k h)) (sub_nonneg.mpr h)
  · exact div_nonneg_of_nonpos (sub_nonpos.mpr (mono k i h)) (sub_nonpos.mpr h)

omit [DecidableEq n] in
/-- At infinite temperature the partition function tends to the number of levels. -/
theorem tendsto_partitionFunction (E : n → ℝ) :
    Tendsto (partitionFunction E) (𝓝[>] 0) (𝓝 (Fintype.card n : ℝ)) := by
  have hc : Continuous (partitionFunction E) := by
    unfold partitionFunction
    fun_prop
  exact (hc.tendsto' 0 _ (by simp [partitionFunction])).mono_left nhdsWithin_le_nhds

omit [DecidableEq n] in
/-- As `b` tends to zero from above, the weight of every level tends to one over the number of
levels. -/
theorem tendsto_weight [Nonempty n] (E : n → ℝ) (i : n) :
    Tendsto (fun b => weight E b i) (𝓝[>] 0) (𝓝 (1 / (Fintype.card n : ℝ))) := by
  have hN : (Fintype.card n : ℝ) ≠ 0 := Nat.cast_ne_zero.mpr Fintype.card_ne_zero
  have hc : Continuous fun b : ℝ => Real.exp (-b * E i) := by fun_prop
  have h : Tendsto (fun b : ℝ => Real.exp (-b * E i)) (𝓝[>] 0) (𝓝 1) :=
    (hc.tendsto' 0 _ (by simp)).mono_left nhdsWithin_le_nhds
  exact h.div (tendsto_partitionFunction E) hN

omit [DecidableEq n] in
/-- For two levels `i` and `k` of different energy, the weight of `k` minus the weight of `i`,
divided by `E i - E k` and by `b`, tends to one over the number of levels as `b` tends to zero from
above. -/
theorem tendsto_population_slope [Nonempty n] (E : n → ℝ) {i k : n} (h : E i ≠ E k) :
    Tendsto (fun b => (weight E b k - weight E b i) / (E i - E k) / b) (𝓝[>] 0)
      (𝓝 (1 / (Fintype.card n : ℝ))) := by
  have hN : (Fintype.card n : ℝ) ≠ 0 := Nat.cast_ne_zero.mpr Fintype.card_ne_zero
  have hD : E i - E k ≠ 0 := sub_ne_zero.mpr h
  have hd : ∀ a : ℝ, HasDerivAt (fun t : ℝ => Real.exp (-t * a)) (-a) 0 := by
    intro a
    have h := (((hasDerivAt_id' (0 : ℝ)).fun_neg).mul_const a).exp
    simpa using h
  -- the difference quotient of the Boltzmann factors at zero
  have hq := ((hd (E k)).fun_sub (hd (E i))).tendsto_slope_zero_right
  have h3 := (hq.div (tendsto_partitionFunction E) hN).div_const (E i - E k)
  rw [show -E k - -E i = E i - E k by ring, div_right_comm, div_self hD] at h3
  refine h3.congr fun t => ?_
  simp only [weight, Pi.div_apply, smul_eq_mul, zero_add, neg_zero, zero_mul, sub_self,
    sub_zero]
  ring

/-- **High-temperature Curie law.** For distinct levels and Hermitian `V`, the Van Vleck
susceptibility divided by `b` tends to the trace of `V²` over the number of levels. -/
theorem tendsto_susceptibility_div [Nonempty n] {E : n → ℝ} (hE : Function.Injective E)
    {V : Matrix n n ℂ} (hV : V.IsHermitian) :
    Tendsto (fun b => susceptibility E V b / b) (𝓝[>] 0)
      (𝓝 ((V * V).trace.re / Fintype.card n)) := by
  have h1 : Tendsto (fun b => ∑ i, weight E b i * (V i i).re ^ 2
      + ∑ i, ∑ k ∈ Finset.univ.erase i,
        (weight E b k - weight E b i) / (E i - E k) / b * ‖V k i‖ ^ 2) (𝓝[>] 0)
      (𝓝 (∑ i, 1 / (Fintype.card n : ℝ) * (V i i).re ^ 2
      + ∑ i, ∑ k ∈ Finset.univ.erase i, 1 / (Fintype.card n : ℝ) * ‖V k i‖ ^ 2)) :=
    Tendsto.add (tendsto_finsetSum _ fun i _ => (tendsto_weight E i).mul_const _)
      (tendsto_finsetSum _ fun i _ => tendsto_finsetSum _ fun k hk =>
        (tendsto_population_slope E
          (hE.ne (Finset.ne_of_mem_erase hk).symm)).mul_const _)
  -- the trace of `V²` collects the squared moduli of all matrix elements
  have htr : (V * V).trace.re = ∑ i, ∑ k, ‖V k i‖ ^ 2 := by
    simp only [Matrix.trace, Matrix.diag_apply, Matrix.mul_apply, Complex.re_sum]
    refine Finset.sum_congr rfl fun i _ => Finset.sum_congr rfl fun k _ => ?_
    rw [← hV.apply i k, Complex.sq_norm, Complex.normSq_apply]
    simp [Complex.mul_re]
  have hl : ∑ i, 1 / (Fintype.card n : ℝ) * (V i i).re ^ 2
      + ∑ i, ∑ k ∈ Finset.univ.erase i, 1 / (Fintype.card n : ℝ) * ‖V k i‖ ^ 2
      = (V * V).trace.re / Fintype.card n := by
    rw [htr, Finset.sum_div, ← Finset.sum_add_distrib]
    refine Finset.sum_congr rfl fun i _ => ?_
    have him : (V i i).im = 0 := Complex.conj_eq_iff_im.mp (hV.apply i i)
    have hdiag : ‖V i i‖ ^ 2 = (V i i).re ^ 2 := by
      rw [Complex.sq_norm, Complex.normSq_apply, him]
      ring
    have hsplit := Finset.add_sum_erase Finset.univ (fun k => ‖V k i‖ ^ 2)
      (Finset.mem_univ i)
    rw [← hsplit, ← Finset.mul_sum, hdiag]
    ring
  rw [hl] at h1
  refine h1.congr' ?_
  filter_upwards [self_mem_nhdsWithin] with b hb
  have hb' : b ≠ 0 := (Set.mem_Ioi.mp hb).ne'
  rw [susceptibility, secondOrderPart_symmetrised E hV, add_div,
    mul_div_cancel_left₀ _ hb', Finset.sum_div]
  congr 1
  refine Finset.sum_congr rfl fun i _ => ?_
  rw [Finset.sum_div]
  refine Finset.sum_congr rfl fun k _ => ?_
  ring

/-- For distinct levels and Hermitian `V`, the susceptibility with `b` times the squared thermal
mean subtracted, divided by `b`, tends to the variance of `V` in the uniform mixture of all levels
as `b` tends to zero from above. -/
theorem tendsto_subtracted_susceptibility_div [Nonempty n] {E : n → ℝ}
    (hE : Function.Injective E) {V : Matrix n n ℂ} (hV : V.IsHermitian) :
    Tendsto (fun b => (susceptibility E V b - b * thermalMean E V b ^ 2) / b) (𝓝[>] 0)
      (𝓝 ((V * V).trace.re / Fintype.card n - (V.trace.re / Fintype.card n) ^ 2)) := by
  have hm : Tendsto (thermalMean E V) (𝓝[>] 0) (𝓝 (V.trace.re / Fintype.card n)) := by
    have h : Tendsto (thermalMean E V) (𝓝[>] 0)
        (𝓝 (∑ i, 1 / (Fintype.card n : ℝ) * (V i i).re)) :=
      tendsto_finsetSum _ fun i _ => (tendsto_weight E i).mul_const _
    convert h using 2
    rw [← Finset.mul_sum, Matrix.trace, Complex.re_sum]
    simp only [Matrix.diag_apply]
    ring
  refine ((tendsto_susceptibility_div hE hV).sub (hm.pow 2)).congr' ?_
  filter_upwards [self_mem_nhdsWithin] with b hb
  rw [sub_div, mul_div_cancel_left₀ _ (Set.mem_Ioi.mp hb).ne']

/-- Two levels at energies `-1` and `1`, coupled by a purely off-diagonal `V` with unit
matrix element, have susceptibility `tanh b`. -/
theorem susceptibility_two_level (b : ℝ) :
    susceptibility ![-1, 1] !![0, 1; 1, 0] b = Real.tanh b := by
  -- only the population difference of the two levels survives
  have key : susceptibility ![-1, 1] !![0, 1; 1, 0] b
      = weight ![-1, 1] b 0 - weight ![-1, 1] b 1 := by
    simp [susceptibility, secondOrderPart, Fin.sum_univ_two]
    ring
  rw [key, Real.tanh_eq_sinh_div_cosh, Real.sinh_eq, Real.cosh_eq]
  simp only [weight, partitionFunction, Fin.sum_univ_two, Matrix.cons_val_zero,
    Matrix.cons_val_one, mul_neg, mul_one, neg_neg]
  rw [← sub_div, div_div_div_cancel_right₀ (two_ne_zero)]

end

end VanVleckSusceptibility
```

```lean
#print axioms VanVleckSusceptibility.secondOrderPart_nonneg
#print axioms VanVleckSusceptibility.tendsto_susceptibility_div
#print axioms VanVleckSusceptibility.tendsto_subtracted_susceptibility_div
#print axioms VanVleckSusceptibility.susceptibility_two_level
```

```
'VanVleckSusceptibility.secondOrderPart_nonneg' depends on axioms: [propext, Classical.choice, Quot.sound]
'VanVleckSusceptibility.tendsto_susceptibility_div' depends on axioms: [propext, Classical.choice, Quot.sound]
'VanVleckSusceptibility.tendsto_subtracted_susceptibility_div' depends on axioms: [propext, Classical.choice, Quot.sound]
'VanVleckSusceptibility.susceptibility_two_level' depends on axioms: [propext, Classical.choice, Quot.sound]
```

## How the Lean proof follows the populations

`secondOrderPart_symmetrised` carries out the exchange of labels. The steps `e1` and `e2` extend the sums to all $k$, which is harmless because Lean sets division by zero to zero, so the added term $k=i$ vanishes. In `hs`, `Finset.sum_comm` swaps the two summations, Hermiticity identifies the two moduli, and `neg_sub` flips the denominator. The step `h2` splits the population difference into its two sums, and `ring` combines them.

`secondOrderPart_nonneg` first proves `mono`, the statement that a lower level has at least the weight of a higher one. It then treats the two possible orderings of $E_i$ and $E_k$ separately; each gives a nonnegative quotient.

Three lemmas supply the limits. `tendsto_partitionFunction` uses continuity and the value $Z(0)=N$. `tendsto_weight` divides the limit of one Boltzmann factor by that of $Z$. `tendsto_population_slope` contains the step on which the result turns: `hd` gives the derivative $-a$ of $e^{-ta}$ at $t=0$, and `tendsto_slope_zero_right` converts the derivative of the difference of two such exponentials into a limit of difference quotients. Dividing by $Z$ and by the gap then leaves $1/N$. The hypothesis `E i ≠ E k` is used to cancel the gap.

In `tendsto_susceptibility_div`, `h1` adds these limits over the finite sums, with injectivity of `E` supplying the nonzero gap for each pair. The step `htr` writes the trace as the sum of all squared moduli, and `hl` joins the diagonal and off-diagonal contributions into that trace divided by $N$. The closing `filter_upwards` step restricts attention to $b>0$, where $\chi(b)/b$ equals the expression whose limit was found in `h1`.

`tendsto_subtracted_susceptibility_div` proves the limit of the thermal mean in `hm`, squares it, and subtracts it from the main limit. `susceptibility_two_level` reduces the susceptibility to the population difference in `key`, then writes $\tanh b$ in exponentials and cancels the common factor of two. This identity holds for every real $b$.
